# A unitary Wilson loop similar to its adjoint has a characteristic polynomial with real coefficients

The theorem `charpoly_coeff_real` concerns a Wilson loop given as a finite unitary complex matrix `W`, and a symmetry given as an invertible matrix `S` that conjugates `W` into its adjoint, the loop traversed backwards. It states that every coefficient of the characteristic polynomial of `W` then has zero imaginary part. The matrix `W` is not built from Bloch states here, and `S` need not be unitary. The proof computes the characteristic polynomial of `Wᴴ` in two ways: it equals that of `W` because the two matrices are similar, and it is the complex conjugate of that of `W` because `Wᴴ` is the conjugate transpose. Comparing coefficients shows that each one equals its own conjugate.

As first written in Lean, the proof fails:

```lean
import Mathlib

open Matrix

namespace WilsonLoopQuantisation

noncomputable section

variable {n : Type*} [Fintype n] [DecidableEq n]

/-- A unitary Wilson loop `W` that the invertible symmetry matrix `S` maps to the
reversed loop `Wᴴ`. -/
structure IsReversedBy (W : Matrix n n ℂ) (S : (Matrix n n ℂ)ˣ) : Prop where
  unitary : W ∈ Matrix.unitaryGroup n ℂ
  reverse : S.val * W * S⁻¹.val = Wᴴ

/-- The characteristic polynomial of a Wilson loop reversed by a symmetry has real
coefficients. -/
theorem charpoly_coeff_real {W : Matrix n n ℂ} {S : (Matrix n n ℂ)ˣ}
    (h : IsReversedBy W S) (k : ℕ) : (W.charpoly.coeff k).im = 0 := by
  have h1 : Wᴴ.charpoly = W.charpoly := by
    rw [← h.reverse, Matrix.charpoly_units_conj]
  -- the adjoint has the complex conjugate characteristic polynomial
  have h2 : Wᴴ.charpoly = W.charpoly.map (starRingEnd ℂ) := by
    have h3 : Wᴴ = Wᵀ.map (starRingEnd ℂ) := rfl
    rw [h3, Matrix.charpoly_map, Matrix.charpoly_transpose]
  have h4 := congrArg (fun p => Polynomial.coeff p k) (h2.symm.trans h1)
  simp only [Polynomial.coeff_map] at h4
  exact Complex.conj_eq_iff_im.mp h4

end

end WilsonLoopQuantisation
```

Messages:

```
Main.lean:22:21: error: Tactic `rewrite` failed: Did not find an occurrence of the pattern
  (↑?M * ?N * (↑?M)⁻¹).charpoly
in the target expression
  (↑S * W * ↑S⁻¹).charpoly = W.charpoly

n : Type u_1
inst✝¹ : Fintype n
inst✝ : DecidableEq n
W : Matrix n n ℂ
S : (Matrix n n ℂ)ˣ
h : IsReversedBy W S
k : ℕ
⊢ (↑S * W * ↑S⁻¹).charpoly = W.charpoly
```

Diagnosis. The error arises in `h1`, the similarity step. Rewriting backwards with `h.reverse` succeeds and turns `Wᴴ` into `↑S * W * ↑S⁻¹`. The next lemma, `Matrix.charpoly_units_conj`, does not find its pattern, because the inverse is written differently.

In the goal, `↑S⁻¹` is the inverse taken in the group of units and then coerced to a matrix, as the field `reverse` writes it with `S⁻¹.val`. The lemma expects `(↑?M)⁻¹`, where the unit is first coerced to a matrix and the matrix inverse is then taken. The two are equal, but `rw` needs an occurrence that matches the pattern, and it does not apply that equality by itself.

The repair adds `Matrix.coe_units_inv`, which states this equality, between the two rewrites. It turns `↑S⁻¹` into `(↑S)⁻¹`, so `Matrix.charpoly_units_conj` matches and reduces the goal to `W.charpoly = W.charpoly`, which `rw` closes by reflexivity.

The repair, with which the file compiles:

```diff
@@ -20,5 +20,5 @@
     (h : IsReversedBy W S) (k : ℕ) : (W.charpoly.coeff k).im = 0 := by
   have h1 : Wᴴ.charpoly = W.charpoly := by
-    rw [← h.reverse, Matrix.charpoly_units_conj]
+    rw [← h.reverse, Matrix.coe_units_inv, Matrix.charpoly_units_conj]
   -- the adjoint has the complex conjugate characteristic polynomial
   have h2 : Wᴴ.charpoly = W.charpoly.map (starRingEnd ℂ) := by
```
